# Implicit midpoint steps with Hermitian S and H conserve c†Sc

## A step as a relation between two vectors

A time step is represented here by its implicit equation, a relation between the old and the new coefficient vector, and not by a propagator matrix applied to the old one. No inverse then enters the conservation law, and the Hamiltonian matrix may depend on the vector that is still being computed.

The setting is a finite set of basis functions \(\chi_\mu\), in general not orthogonal, with overlap matrix \(S_{\mu\nu}=\langle\chi_\mu|\chi_\nu\rangle\). An orbital \(\psi=\sum_\mu c_\mu\chi_\mu\) has squared norm \(c^\dagger S c\). With \(\hbar=1\), a step of length \(\tau\) from \(c\) to \(c'\) satisfies

\[
i\,S(c'-c)=\tau\,H\,\frac{c'+c}{2}.
\]

In time-dependent Hartree–Fock or Kohn–Sham calculations, \(H\) is built from the orbitals and in general changes from step to step. The result says that orbitals driven by the same Hermitian matrices nevertheless keep their norms and mutual overlaps, provided that the basis is finite and fixed in time and that each step equation is solved exactly.

## The conserved quantity

Let \(S\) be Hermitian, let \(H_0,H_1,\dots\) be Hermitian and otherwise arbitrary, and let the time steps \(\tau_n\) be real. If

\[
i\,S(c_{n+1}-c_n)=\tau_n H_n\frac{c_{n+1}+c_n}{2}\qquad\text{for all } n,
\]

then \(c_n^\dagger S c_n=c_0^\dagger S c_0\) for all \(n\). The matrix \(S\) need not be positive or invertible; the reading as a squared norm does require a true overlap matrix.

## The balance law for two orbitals

Let \(a\to a'\) and \(b\to b'\) be two steps with the same \(S\), \(H\) and \(\tau\), where \(H\) may for now be non-Hermitian. Write \(m_a=(a'+a)/2\) and \(m_b=(b'+b)/2\). Multiplying the equation for \(b\) by \(m_a^\dagger\), and the equation for \(a\) by \(m_b^\dagger\), gives

\[
i\,m_a^\dagger S(b'-b)=\tau\,m_a^\dagger H m_b,\qquad
i\,m_b^\dagger S(a'-a)=\tau\,m_b^\dagger H m_a .
\]

Since \(S\) is Hermitian and \(\tau\) is real, the complex conjugate of the second relation is

\[
-i\,(a'-a)^\dagger S m_b=\tau\,m_a^\dagger H^\dagger m_b .
\]

The change of the overlap obeys a discrete product rule, in which the cross terms cancel:

\[
a'^\dagger S b'-a^\dagger S b=m_a^\dagger S(b'-b)+(a'-a)^\dagger S m_b .
\]

Multiplying by \(i\) and inserting the first and the conjugated relation gives

\[
i\left(a'^\dagger S b'-a^\dagger S b\right)=\tau\,m_a^\dagger(H-H^\dagger)m_b .
\]

For Hermitian \(H\) the right-hand side vanishes, so the overlap is unchanged by the step. Induction over the steps extends this to all \(n\), and \(a=b\) gives the norm.

## Why H must be Hermitian when S is invertible

Suppose that \(S\) is Hermitian and invertible, that \(\tau\neq0\), and that every step with a given \(H\) conserves \(c^\dagger S c\). Any vector \(m\) is the midpoint of some step: take \(d=-i\tau S^{-1}Hm\), \(c=m-d/2\) and \(c'=m+d/2\). Then \(iSd=\tau Hm\), which is the step equation.

With \(K=H-H^\dagger\), the balance law now gives \(m^\dagger K m=0\) for every \(m\). Putting \(m=x+y\) and \(m=x+iy\) yields

\[
x^\dagger K y+y^\dagger K x=0,\qquad i\left(x^\dagger K y-y^\dagger K x\right)=0,
\]

so \(x^\dagger K y=0\) for all \(x,y\), and \(H=H^\dagger\). Invertibility matters: for \(S=0\) the quantity \(c^\dagger Sc\) is zero whatever \(H\) is.

## One basis function

With a single basis function, \(S=s\neq0\) and \(H=h\) are real numbers, and the step equation gives

\[
c'=\frac{s-i\tau h/2}{s+i\tau h/2}\,c .
\]

The numerator is the conjugate of the denominator, so the factor has modulus one and \(s|c|^2\) is conserved.

## The step in a propagation code

Collecting the new vector on the left turns the step into a linear system,

\[
\left(S+\tfrac{i\tau}{2}H\right)c'=\left(S-\tfrac{i\tau}{2}H\right)c .
\]

A self-consistent code can guess \(H\), solve for \(c'\), rebuild \(H\) from the old and new orbitals, and repeat. Conservation does not depend on the convergence of this loop: the last solve used some Hermitian matrix, and that matrix can serve as \(H_n\). A drift of \(c^\dagger S c\) therefore points to inexact linear solves, rounding, or a matrix that is not Hermitian. A constant norm, on the other hand, is no evidence that the loop has converged or that the time step is small enough.

## How the Lean statements read

The finite type `ι` labels the basis functions and `κ` labels the orbitals. `overlap A x y` is \(x^\dagger A y\), `mid c c'` is the midpoint, and `IsStep S H τ c c'` is the step equation. The type `ℝ` of `τ` makes the time step real.

- `norm_conserved` is the main claim. The hypothesis `hH` requires each `H n` to be Hermitian and relates no two of them; `hc` says that consecutive vectors satisfy the step equation.
- `overlap_conserved` is the same statement for two orbitals driven by the same matrices.
- `selfConsistent_orthonormal` takes a function `F` of all old and all new orbitals whose values are Hermitian matrices, with a constant time step. Orbitals that start \(S\)-orthonormal remain so. All of them share one matrix, as the orbitals of one spin channel do in Kohn–Sham theory.
- `norm_conserved_iff_isHermitian` combines the converse with the direct implication for a single step.

The self-consistent orbitals are assumed to exist: `hφ` supplies a solution of the nonlinear equations, and nothing is shown about finding one. The basis is taken as fixed in time: basis functions that move with the nuclei would add a term to the step equation and in general make `S` time-dependent. Energy conservation and the size of the time-step error are not addressed.

## The Lean file

```lean
import Mathlib

open Matrix Complex

namespace NonorthogonalSelfConsistentPropagation

noncomputable section

variable {ι κ : Type*} [Fintype ι]

/-- The matrix element `x† A y` of `A` between two coefficient vectors. -/
def overlap (A : Matrix ι ι ℂ) (x y : ι → ℂ) : ℂ := star x ⬝ᵥ (A *ᵥ y)

/-- The average of the old and the new coefficient vector. -/
def mid (c c' : ι → ℂ) : ι → ℂ := (1 / 2 : ℂ) • (c' + c)

/-- The implicit midpoint step `i S (c' - c) = τ H (c' + c) / 2` in a basis with
overlap matrix `S`. -/
def IsStep (S H : Matrix ι ι ℂ) (τ : ℝ) (c c' : ι → ℂ) : Prop :=
  I • (S *ᵥ (c' - c)) = (τ : ℂ) • (H *ᵥ mid c c')

/-- Conjugating a matrix element exchanges the two vectors and replaces the matrix by
its adjoint. -/
theorem star_overlap (A : Matrix ι ι ℂ) (x y : ι → ℂ) :
    star (overlap A x y) = overlap Aᴴ y x := by
  simp only [overlap, dotProduct, Matrix.mulVec, Matrix.conjTranspose_apply,
    Pi.star_apply, Finset.mul_sum, star_sum, star_mul', star_star]
  rw [Finset.sum_comm]
  refine Finset.sum_congr rfl fun i _ => Finset.sum_congr rfl fun j _ => ?_
  ring

/-- Balance law: when two orbitals make a step with the same matrix `H`, the change of
their overlap is governed by the matrix element of `H - H†` between their midpoints. -/
theorem overlap_balance {S H : Matrix ι ι ℂ} (hS : S.IsHermitian) {τ : ℝ}
    {a a' b b' : ι → ℂ} (ha : IsStep S H τ a a') (hb : IsStep S H τ b b') :
    I * (overlap S a' b' - overlap S a b) =
      τ * (overlap H (mid a a') (mid b b') - overlap Hᴴ (mid a a') (mid b b')) := by
  -- pair each step equation with the midpoint of the other orbital
  have h1 : I * overlap S (mid a a') (b' - b) = τ * overlap H (mid a a') (mid b b') := by
    have h := congrArg (fun v => star (mid a a') ⬝ᵥ v) hb
    simpa only [overlap, dotProduct_smul, smul_eq_mul] using h
  have h2 : I * overlap S (mid b b') (a' - a) = τ * overlap H (mid b b') (mid a a') := by
    have h := congrArg (fun v => star (mid b b') ⬝ᵥ v) ha
    simpa only [overlap, dotProduct_smul, smul_eq_mul] using h
  -- conjugate the second relation
  have h3 := congrArg star h2
  rw [star_mul', star_mul', star_overlap, star_overlap, hS.eq] at h3
  simp only [Complex.star_def, Complex.conj_I, Complex.conj_ofReal] at h3
  -- discrete product rule
  have h4 : overlap S a' b' - overlap S a b =
      overlap S (mid a a') (b' - b) + overlap S (a' - a) (mid b b') := by
    have hh : star (1 / 2 : ℂ) = 1 / 2 := by simp
    simp only [overlap, mid, Matrix.mulVec_sub, Matrix.mulVec_add, Matrix.mulVec_smul,
      star_sub, star_add, star_smul, hh, dotProduct_add, dotProduct_sub, dotProduct_smul,
      add_dotProduct, sub_dotProduct, smul_dotProduct, smul_eq_mul]
    ring
  rw [h4]
  linear_combination h1 - h3

/-- Two orbitals propagated by the same sequence of Hermitian matrices keep their
mutual overlap at all steps. -/
theorem overlap_conserved {S : Matrix ι ι ℂ} (hS : S.IsHermitian)
    {H : ℕ → Matrix ι ι ℂ} (hH : ∀ n, (H n).IsHermitian) {τ : ℕ → ℝ}
    {a b : ℕ → ι → ℂ} (ha : ∀ n, IsStep S (H n) (τ n) (a n) (a (n + 1)))
    (hb : ∀ n, IsStep S (H n) (τ n) (b n) (b (n + 1))) (n : ℕ) :
    overlap S (a n) (b n) = overlap S (a 0) (b 0) := by
  induction n with
  | zero => rfl
  | succ n ih =>
    have h := overlap_balance hS (ha n) (hb n)
    rw [(hH n).eq, sub_self, mul_zero] at h
    exact (sub_eq_zero.mp ((mul_eq_zero.mp h).resolve_left I_ne_zero)).trans ih

/-- The quantity `c† S c` is the same at all steps, for any Hermitian `S`, any sequence
of Hermitian matrices `H n` and any real time steps. -/
theorem norm_conserved {S : Matrix ι ι ℂ} (hS : S.IsHermitian)
    {H : ℕ → Matrix ι ι ℂ} (hH : ∀ n, (H n).IsHermitian) {τ : ℕ → ℝ}
    {c : ℕ → ι → ℂ} (hc : ∀ n, IsStep S (H n) (τ n) (c n) (c (n + 1))) (n : ℕ) :
    star (c n) ⬝ᵥ (S *ᵥ c n) = star (c 0) ⬝ᵥ (S *ᵥ c 0) :=
  overlap_conserved hS hH hc hc n

/-- Self-consistent propagation: if the Hermitian matrix `F` depends on all old and new
orbitals, orbitals that start `S`-orthonormal are `S`-orthonormal at every step. -/
theorem selfConsistent_orthonormal [DecidableEq κ] {S : Matrix ι ι ℂ}
    (hS : S.IsHermitian) {F : (κ → ι → ℂ) → (κ → ι → ℂ) → Matrix ι ι ℂ}
    (hF : ∀ φ ψ, (F φ ψ).IsHermitian) {τ : ℝ} {φ : ℕ → κ → ι → ℂ}
    (hφ : ∀ n k, IsStep S (F (φ n) (φ (n + 1))) τ (φ n k) (φ (n + 1) k))
    (h0 : ∀ k l, overlap S (φ 0 k) (φ 0 l) = if k = l then 1 else 0) (n : ℕ) (k l : κ) :
    overlap S (φ n k) (φ n l) = if k = l then 1 else 0 := by
  rw [← h0 k l]
  exact overlap_conserved (H := fun n => F (φ n) (φ (n + 1))) (τ := fun _ => τ)
    (a := fun n => φ n k) (b := fun n => φ n l) hS (fun n => hF _ _)
    (fun n => hφ n k) (fun n => hφ n l) n

/-- For an invertible overlap matrix, every vector is the midpoint of some step. -/
theorem exists_step_with_mid [DecidableEq ι] {S : Matrix ι ι ℂ} (hdet : IsUnit S.det)
    (H : Matrix ι ι ℂ) (τ : ℝ) (m : ι → ℂ) :
    ∃ c c', IsStep S H τ c c' ∧ mid c c' = m := by
  obtain ⟨d, hd⟩ : ∃ d, S *ᵥ d = (-(I * τ)) • (H *ᵥ m) :=
    ⟨(-(I * τ)) • (S⁻¹ *ᵥ (H *ᵥ m)), by
      rw [Matrix.mulVec_smul, Matrix.mulVec_mulVec, Matrix.mul_nonsing_inv S hdet,
        Matrix.one_mulVec]⟩
  have hm : mid (m - (1 / 2 : ℂ) • d) (m + (1 / 2 : ℂ) • d) = m := by
    unfold mid
    module
  have hdiff : (m + (1 / 2 : ℂ) • d) - (m - (1 / 2 : ℂ) • d) = d := by module
  refine ⟨m - (1 / 2 : ℂ) • d, m + (1 / 2 : ℂ) • d, ?_, hm⟩
  rw [IsStep, hm, hdiff, hd, smul_smul]
  congr 1
  linear_combination (-(τ : ℂ)) * Complex.I_sq

/-- For an invertible Hermitian `S` and a nonzero time step, all steps with `H` conserve
`c† S c` exactly when `H` is Hermitian. -/
theorem norm_conserved_iff_isHermitian [DecidableEq ι] {S : Matrix ι ι ℂ}
    (hS : S.IsHermitian) (hdet : IsUnit S.det) (H : Matrix ι ι ℂ) {τ : ℝ} (hτ : τ ≠ 0) :
    (∀ c c', IsStep S H τ c c' → overlap S c' c' = overlap S c c) ↔ H.IsHermitian := by
  constructor
  · intro h
    have key : ∀ m, overlap H m m = overlap Hᴴ m m := by
      intro m
      obtain ⟨c, c', hs, hm⟩ := exists_step_with_mid hdet H τ m
      have hb := overlap_balance hS hs hs
      rw [h c c' hs, sub_self, mul_zero, hm] at hb
      exact sub_eq_zero.mp
        ((mul_eq_zero.mp hb.symm).resolve_left (Complex.ofReal_ne_zero.mpr hτ))
    have expand : ∀ (A : Matrix ι ι ℂ) (x y : ι → ℂ) (z : ℂ),
        overlap A (x + z • y) (x + z • y) = overlap A x x + z * overlap A x y
          + star z * overlap A y x + star z * z * overlap A y y := by
      intro A x y z
      simp only [overlap, Matrix.mulVec_add, Matrix.mulVec_smul, star_add, star_smul,
        dotProduct_add, dotProduct_smul, add_dotProduct, smul_dotProduct, smul_eq_mul]
      ring
    -- polarisation: diagonal matrix elements determine all the others
    have polar : ∀ x y, overlap H x y = overlap Hᴴ x y := by
      intro x y
      have h1 := key (x + (1 : ℂ) • y)
      have h2 := key (x + I • y)
      rw [expand, expand] at h1 h2
      simp only [star_one, one_mul] at h1
      simp only [Complex.star_def, Complex.conj_I] at h2
      linear_combination (1 / 2) * (h1 - key x - key y) - I / 2 * (h2 - key x - key y)
        + ((overlap H x y - overlap Hᴴ x y) / 2 - (overlap H y x - overlap Hᴴ y x) / 2
          - I / 2 * (overlap H y y - overlap Hᴴ y y)) * Complex.I_sq
    have entry : ∀ (A : Matrix ι ι ℂ) (i j : ι),
        overlap A (Pi.single i 1) (Pi.single j 1) = A i j := by
      intro A i j
      have hs : star (Pi.single i (1 : ℂ) : ι → ℂ) = Pi.single i 1 := by
        ext k
        by_cases hk : k = i
        · subst hk
          simp
        · simp [hk]
      rw [overlap, hs]
      simp
    refine Matrix.ext fun i j => ?_
    rw [← entry Hᴴ i j, ← entry H i j]
    exact (polar _ _).symm
  · intro hH c c' hs
    have hb := overlap_balance hS hs hs
    rw [hH.eq, sub_self, mul_zero] at hb
    exact sub_eq_zero.mp ((mul_eq_zero.mp hb).resolve_left I_ne_zero)

/-- An explicit step in a basis of two overlapping functions, with Hermitian `S` and `H`
and time step `2`. -/
theorem isStep_witness :
    (!![2, 1; 1, 2] : Matrix (Fin 2) (Fin 2) ℂ).IsHermitian ∧
    (!![0, 3; 3, 0] : Matrix (Fin 2) (Fin 2) ℂ).IsHermitian ∧
    IsStep !![2, 1; 1, 2] !![0, 3; 3, 0] 2 ![1 - I, 2 * I] ![1 + I, -2 * I] := by
  refine ⟨?_, ?_, ?_⟩
  · refine Matrix.IsHermitian.ext fun i j => ?_
    fin_cases i <;> fin_cases j <;> simp
  · refine Matrix.IsHermitian.ext fun i j => ?_
    fin_cases i <;> fin_cases j <;> simp
  · unfold IsStep
    funext i
    fin_cases i <;> apply Complex.ext <;>
      simp [mid] <;> norm_num

end

end NonorthogonalSelfConsistentPropagation
```

```lean
#print axioms NonorthogonalSelfConsistentPropagation.norm_conserved
#print axioms NonorthogonalSelfConsistentPropagation.selfConsistent_orthonormal
#print axioms NonorthogonalSelfConsistentPropagation.norm_conserved_iff_isHermitian
```

```
'NonorthogonalSelfConsistentPropagation.norm_conserved' depends on axioms: [propext, Classical.choice, Quot.sound]
'NonorthogonalSelfConsistentPropagation.selfConsistent_orthonormal' depends on axioms: [propext, Classical.choice, Quot.sound]
'NonorthogonalSelfConsistentPropagation.norm_conserved_iff_isHermitian' depends on axioms: [propext, Classical.choice, Quot.sound]
```

## How the proof follows the derivation

`star_overlap` is the conjugation rule \((x^\dagger A y)^*=y^\dagger A^\dagger x\). In `overlap_balance`, `h1` and `h2` are the two step equations paired with the opposite midpoints, `h3` is the conjugate of `h2`, and `h4` is the product rule. The final `linear_combination h1 - h3` is the subtraction that produces \(H-H^\dagger\).

`overlap_conserved` is the induction. Hermiticity makes the right-hand side of the balance law zero, and the factor \(i\) is then removed because it is nonzero. `norm_conserved` uses this theorem with the same orbital in both places. `selfConsistent_orthonormal` uses it with `H n` set to `F (φ n) (φ (n + 1))`: once the trajectory is given, the self-consistent matrices are just one more sequence of Hermitian matrices.

`exists_step_with_mid` constructs the step with a prescribed midpoint, and is the only place where \(S^{-1}\) appears. In the converse, `key` states that \(H\) and \(H^\dagger\) have equal diagonal matrix elements for every vector. `expand` and `polar` carry out the polarisation with the factors \(1\) and \(i\), and `entry` recovers the individual matrix entries from unit vectors.

`isStep_witness` checks a concrete step with \(\tau=2\) and

\[
S=\begin{pmatrix}2&1\\1&2\end{pmatrix},\quad
H=\begin{pmatrix}0&3\\3&0\end{pmatrix},\quad
c=\begin{pmatrix}1-i\\2i\end{pmatrix},\quad
c'=\begin{pmatrix}1+i\\-2i\end{pmatrix}.
\]

The midpoint is \((1,0)^T\), and both sides of the step equation equal \((0,6)^T\). Both vectors have \(c^\dagger S c=8\), so the normalised orbitals are \(c/\sqrt8\) and \(c'/\sqrt8\). Their mutual overlap is \(c^\dagger S c'/8=-1/2\). Its modulus is less than one, so the step changes the state by more than a phase.
